# A fixed residual threshold guarantees less accuracy for low Casida excitation energies

The Casida equation can be written as a symmetric eigenvalue problem whose eigenvalues are squared excitation energies. An iterative solver for this form, such as Davidson's method, may stop refining a root when the norm of its residual falls below a chosen threshold. The reported energy is then the square root of the approximate eigenvalue. For a finite, real, positive definite Casida matrix, the problems below turn the residual into an error bar on the reported energy. They also give a two-transition example in which the weaker guarantee at low energy reflects a real error.

## Setting

Let \(C\) be a real symmetric matrix whose rows and columns are labelled by a finite set `n`, in practice the occupied–virtual orbital pairs. The matrix does not depend on frequency, as in adiabatic linear response. Its construction from orbitals and a kernel plays no role here, and rounding is ignored.

```lean
import Mathlib

open Matrix

namespace CasidaResidual

noncomputable section

variable {n : Type*} [Fintype n]
```

For a trial vector \(v\) and a trial eigenvalue \(\mu\), the residual is \(Cv-\mu v\). Its Euclidean norm is written as the square root of a dot product; `*ᵥ` is matrix times vector and `⬝ᵥ` is the dot product.

```lean
/-- The Euclidean norm of the residual `C v - μ v` of a trial eigenpair `(μ, v)`. -/
def residualNorm (C : Matrix n n ℝ) (μ : ℝ) (v : n → ℝ) : ℝ :=
  √((C *ᵥ v - μ • v) ⬝ᵥ (C *ᵥ v - μ • v))
```

An excitation energy is a number \(W>0\) for which some \(x\neq 0\) satisfies \(Cx=W^2x\). Both \(C\) and the residual norm therefore carry units of energy squared.

```lean
/-- `W` is an excitation energy of the Casida matrix `C` if `W` is positive and `W ^ 2` is an
eigenvalue of `C`. -/
def IsExcitationEnergy (C : Matrix n n ℝ) (W : ℝ) : Prop :=
  0 < W ∧ ∃ x : n → ℝ, x ≠ 0 ∧ C *ᵥ x = W ^ 2 • x
```

## (a) Squared length from eigenvector components

Let the vectors \(u_i\) form an orthonormal basis of eigenvectors of \(C\). Show that every vector \(w\) satisfies
\[
\sum_i (u_i\cdot w)^2 = w\cdot w .
\]

**Solution.** Expand \(w=\sum_i (u_i\cdot w)\,u_i\) and take the dot product with \(w\). Each term gives \((u_i\cdot w)^2\).

In Lean, `hC : C.IsHermitian` means symmetric for a real matrix and supplies the basis `hC.eigenvectorBasis`. The proof translates Mathlib's inner-product identity into dot products.

```lean
/-- The squared length of a vector is the sum of its squared components along an orthonormal basis
of eigenvectors of a real symmetric matrix. -/
theorem sum_sq_components [DecidableEq n] {C : Matrix n n ℝ} (hC : C.IsHermitian)
    (w : n → ℝ) :
    ∑ i, ((hC.eigenvectorBasis i).ofLp ⬝ᵥ w) ^ 2 = w ⬝ᵥ w := by
  have e : ∀ x y : EuclideanSpace ℝ n, inner ℝ x y = x.ofLp ⬝ᵥ y.ofLp := by
    intro x y
    simp [PiLp.inner_apply, dotProduct, mul_comm]
  have h := hC.eigenvectorBasis.sum_inner_mul_inner (WithLp.toLp 2 w) (WithLp.toLp 2 w)
  simp only [e] at h
  refine Eq.trans (Finset.sum_congr rfl fun i _ => ?_) h
  change _ = (w ⬝ᵥ (hC.eigenvectorBasis i).ofLp) * ((hC.eigenvectorBasis i).ofLp ⬝ᵥ w)
  rw [dotProduct_comm w, sq]
```

## (b) The residual along an eigenvector

Let \(Cu=lu\). Show that
\[
u\cdot(Cv-\mu v)=(l-\mu)\,(u\cdot v).
\]

**Solution.** By symmetry, \(u\cdot Cv=(Cu)\cdot v=l\,(u\cdot v)\). Subtract \(\mu\,(u\cdot v)\).

The inner statement `h` is the symmetry step, and `ring` collects the factor.

```lean
/-- For a real symmetric matrix, the component of the residual along an eigenvector `u` with
eigenvalue `l` is `l - μ` times the component of the trial vector. -/
theorem residual_component {C : Matrix n n ℝ} (hC : C.IsHermitian) {u : n → ℝ} {l : ℝ}
    (hu : C *ᵥ u = l • u) (μ : ℝ) (v : n → ℝ) :
    u ⬝ᵥ (C *ᵥ v - μ • v) = (l - μ) * (u ⬝ᵥ v) := by
  have hT : Cᵀ = C := by
    simpa [Matrix.conjTranspose_eq_transpose_of_trivial] using hC.eq
  have h : u ⬝ᵥ (C *ᵥ v) = l * (u ⬝ᵥ v) := by
    rw [Matrix.dotProduct_mulVec, ← Matrix.mulVec_transpose, hT, hu, smul_dotProduct,
      smul_eq_mul]
  rw [dotProduct_sub, h, dotProduct_smul, smul_eq_mul]
  ring
```

## (c) An eigenvalue near the trial value

Let \(v\cdot v=1\). Show that \(C\) has an eigenvalue \(l\) with
\[
|l-\mu|\le \lVert Cv-\mu v\rVert .
\]

**Solution.** A unit vector exists only if `n` is non-empty, so there is an eigenvalue \(\lambda_i\) closest to \(\mu\). By (a) for \(v\), the choice of \(i\), (b), and (a) for the residual,
\[
(\lambda_i-\mu)^2=\sum_j(\lambda_i-\mu)^2(u_j\cdot v)^2
\le\sum_j(\lambda_j-\mu)^2(u_j\cdot v)^2
=\sum_j\bigl(u_j\cdot(Cv-\mu v)\bigr)^2=\lVert Cv-\mu v\rVert^2 .
\]
Take the square root, with \(l=\lambda_i\).

`Finite.exists_min` picks \(i\), the `calc` block is the displayed chain, and `Real.abs_le_sqrt` takes the root.

```lean
/-- A real symmetric matrix has an eigenvalue within the residual norm of `μ`, for every
unit trial vector `v`. -/
theorem exists_eigenvalue_near {C : Matrix n n ℝ} (hC : C.IsHermitian) (μ : ℝ)
    {v : n → ℝ} (hv : v ⬝ᵥ v = 1) :
    ∃ l : ℝ, (∃ x : n → ℝ, x ≠ 0 ∧ C *ᵥ x = l • x) ∧ |l - μ| ≤ residualNorm C μ v := by
  classical
  rcases isEmpty_or_nonempty n with hn | hn
  · simp [dotProduct] at hv
  -- take the eigenvalue closest to `μ`
  obtain ⟨i, hi⟩ := Finite.exists_min (fun i => (hC.eigenvalues i - μ) ^ 2)
  refine ⟨hC.eigenvalues i, ⟨(hC.eigenvectorBasis i).ofLp, fun h => ?_,
    hC.mulVec_eigenvectorBasis i⟩, Real.abs_le_sqrt ?_⟩
  · apply hC.eigenvectorBasis.orthonormal.ne_zero i
    ext j
    exact congrFun h j
  -- compare the two sides component by component
  · rw [← sum_sq_components hC (C *ᵥ v - μ • v)]
    calc (hC.eigenvalues i - μ) ^ 2
        = ∑ j, (hC.eigenvalues i - μ) ^ 2 * ((hC.eigenvectorBasis j).ofLp ⬝ᵥ v) ^ 2 := by
          rw [← Finset.mul_sum, sum_sq_components hC v, hv, mul_one]
      _ ≤ ∑ j, ((hC.eigenvectorBasis j).ofLp ⬝ᵥ (C *ᵥ v - μ • v)) ^ 2 := by
          refine Finset.sum_le_sum fun j _ => ?_
          rw [residual_component hC (hC.mulVec_eigenvectorBasis j), mul_pow]
          exact mul_le_mul_of_nonneg_right (hi j) (sq_nonneg _)
```

## (d) From squared energies to energies

Let \(W+\theta>0\). Show that
\[
|W-\theta|\,(W+\theta)=|W^2-\theta^2| .
\]

**Solution.** Factor \(W^2-\theta^2=(W-\theta)(W+\theta)\) and take absolute values. The second factor is positive and equals its own absolute value, which is the use of `abs_of_pos`.

```lean
/-- An error in the squared energy is the error in the energy times the sum of the two
energies, if that sum is positive. -/
theorem energy_error_mul {W θ : ℝ} (h : 0 < W + θ) :
    |W - θ| * (W + θ) = |W ^ 2 - θ ^ 2| := by
  calc |W - θ| * (W + θ) = |W - θ| * |W + θ| := by rw [abs_of_pos h]
    _ = |W ^ 2 - θ ^ 2| := by
      rw [← abs_mul]
      congr 1
      ring
```

## (e) An error bar containing both energies

Let \(C\) be positive definite, \(v\cdot v=1\), \(\theta>0\) and \(r=\lVert Cv-\theta^2v\rVert\). Show that \(C\) has an excitation energy \(W\) with
\[
|W-\theta|\le\frac{r}{W+\theta}.
\]

**Solution.** Part (c) with \(\mu=\theta^2\) gives an eigenvalue \(l\) with \(|l-\theta^2|\le r\) and an eigenvector \(x\neq0\). Positive definiteness gives \(0<x\cdot Cx=l\,(x\cdot x)\), and since \(x\cdot x\ge0\), also \(l>0\). Set \(W=\sqrt l\). By (d), \(|W-\theta|(W+\theta)=|l-\theta^2|\le r\); divide by \(W+\theta\).

The hypothesis `C.PosDef` stands for a stable reference state, in which every squared excitation energy is positive. In the proof, `hpos` is the sign of \(l\), and `le_div_iff₀` performs the division.

```lean
/-- For a positive definite Casida matrix, a unit trial vector and a trial energy `θ > 0`, some
excitation energy `W` differs from `θ` by at most the residual norm divided by `W + θ`. -/
theorem exists_excitation_near_sum {C : Matrix n n ℝ} (hC : C.PosDef) {v : n → ℝ}
    (hv : v ⬝ᵥ v = 1) {θ : ℝ} (hθ : 0 < θ) :
    ∃ W, IsExcitationEnergy C W ∧ |W - θ| ≤ residualNorm C (θ ^ 2) v / (W + θ) := by
  obtain ⟨l, ⟨x, hx, hl⟩, hr⟩ := exists_eigenvalue_near hC.isHermitian (θ ^ 2) hv
  -- positive definiteness makes the eigenvalue a square
  have hpos : 0 < l := by
    have h := hC.dotProduct_mulVec_pos hx
    rw [star_trivial, hl, dotProduct_smul, smul_eq_mul] at h
    have hxx : 0 ≤ x ⬝ᵥ x := Finset.sum_nonneg fun i _ => mul_self_nonneg (x i)
    by_contra hneg
    exact absurd h (not_lt_of_ge (mul_nonpos_of_nonpos_of_nonneg (not_lt.1 hneg) hxx))
  have hW : 0 < √l := Real.sqrt_pos.2 hpos
  have hsq : √l ^ 2 = l := Real.sq_sqrt hpos.le
  refine ⟨√l, ⟨hW, x, hx, by rw [hsq, hl]⟩, ?_⟩
  rw [le_div_iff₀ (add_pos hW hθ), energy_error_mul (add_pos hW hθ), hsq]
  exact hr
```

## (f) An error bar from known quantities

Under the same hypotheses, show that some excitation energy \(W\) satisfies
\[
|W-\theta|\le\frac r\theta .
\]

**Solution.** Take \(W\) from (e). Since \(W>0\), we have \(W+\theta\ge\theta\), and the smaller denominator gives the larger bound. This is `div_le_div_of_nonneg_left`.

```lean
/-- For a positive definite Casida matrix, a unit trial vector and a trial energy `θ > 0`, some
excitation energy differs from `θ` by at most the residual norm divided by `θ`. -/
theorem exists_excitation_near {C : Matrix n n ℝ} (hC : C.PosDef) {v : n → ℝ}
    (hv : v ⬝ᵥ v = 1) {θ : ℝ} (hθ : 0 < θ) :
    ∃ W, IsExcitationEnergy C W ∧ |W - θ| ≤ residualNorm C (θ ^ 2) v / θ := by
  obtain ⟨W, hW, h⟩ := exists_excitation_near_sum hC hv hθ
  refine ⟨W, hW, h.trans ?_⟩
  exact div_le_div_of_nonneg_left (Real.sqrt_nonneg _) hθ (by linarith [hW.1])
```

In a calculation, \(v\) is the normalised Ritz vector and \(\theta\) the square root of its Ritz value, although the theorem accepts any \(\theta>0\). With a residual norm of \(10^{-5}\) in atomic units, the bound is \(2\times10^{-5}\) hartree at \(\theta=0.5\) hartree and \(2\times10^{-4}\) hartree at \(\theta=0.05\) hartree. The actual error of a Ritz value is often much smaller. If \(\theta^2\) is the Ritz value \(v\cdot Cv\) and every eigenvalue of \(C\) other than the one closest to \(\theta^2\) lies at least \(\gamma>0\) away from \(\theta^2\), the error in the squared energy is at most \(r^2/\gamma\), a standard result not proved here. The bound in (f) needs no such gap. It says that some excitation energy lies this close, not which one: two trial vectors may point to the same root, and a root may be missed.

The scaled residual \(\lVert Cv-\theta^2v\rVert/\theta\) has units of energy and bounds \(|W-\theta|\) directly. A threshold on this quantity gives the same guarantee at every energy.

## (g) Two coupled transitions

An upper bound alone does not show that accuracy is lost. Consider two degenerate transitions with coupling \(r\), a matrix element that will turn out to equal the residual norm of the trial vector:
\[
D=\begin{pmatrix}\theta^2&r\\ r&\theta^2\end{pmatrix}.
\]

```lean
/-- The Casida matrix of two degenerate transitions of energy `θ` with coupling `r`. -/
def coupledPair (θ r : ℝ) : Matrix (Fin 2) (Fin 2) ℝ := !![θ ^ 2, r; r, θ ^ 2]
```

Let \(0<r<\theta^2\) and \(v=(1,0)\). Show that \(D\) is positive definite and that
\[
v\cdot Dv=\theta^2,\qquad \lVert Dv-\theta^2v\rVert=r .
\]

**Solution.** For \(x=(x_0,x_1)\),
\[
x\cdot Dx=(\theta^2-r)(x_0^2+x_1^2)+r(x_0+x_1)^2,
\]
which is positive for \(x\neq0\). Next, \(Dv=(\theta^2,r)\), so the Rayleigh quotient of the unit vector \(v\) is \(\theta^2\). The residual is \((0,r)\), of norm \(r\).

The first `e` in the proof is the displayed identity; the second is the residual vector.

```lean
/-- For `0 < r < θ ^ 2` the coupled pair is positive definite, and the trial vector `(1, 0)` has
Rayleigh quotient `θ ^ 2` and residual norm `r`. -/
theorem coupledPair_trial {θ r : ℝ} (hr : 0 < r) (hrθ : r < θ ^ 2) :
    (coupledPair θ r).PosDef ∧ ![1, 0] ⬝ᵥ (coupledPair θ r *ᵥ ![1, 0]) = θ ^ 2 ∧
      residualNorm (coupledPair θ r) (θ ^ 2) ![1, 0] = r := by
  refine ⟨Matrix.posDef_iff_dotProduct_mulVec.2 ⟨?_, ?_⟩, ?_, ?_⟩
  · ext i j
    fin_cases i <;> fin_cases j <;> simp [coupledPair]
  · intro x hx
    have hs : 0 < x 0 ^ 2 + x 1 ^ 2 := by
      by_contra h
      have h0 : x 0 ^ 2 = 0 := by linarith [sq_nonneg (x 0), sq_nonneg (x 1)]
      have h1 : x 1 ^ 2 = 0 := by linarith [sq_nonneg (x 0), sq_nonneg (x 1)]
      apply hx
      funext i
      fin_cases i
      · exact pow_eq_zero_iff two_ne_zero |>.1 h0
      · exact pow_eq_zero_iff two_ne_zero |>.1 h1
    have e : star x ⬝ᵥ (coupledPair θ r *ᵥ x)
        = (θ ^ 2 - r) * (x 0 ^ 2 + x 1 ^ 2) + r * (x 0 + x 1) ^ 2 := by
      simp only [star_trivial, coupledPair, Matrix.mulVec, dotProduct, Fin.sum_univ_two,
        Matrix.of_apply, Matrix.cons_val_zero, Matrix.cons_val_one]
      ring
    rw [e]
    exact add_pos_of_pos_of_nonneg (mul_pos (sub_pos.2 hrθ) hs)
      (mul_nonneg hr.le (sq_nonneg _))
  · simp [coupledPair, Matrix.mulVec, dotProduct, Fin.sum_univ_two]
  · have e : coupledPair θ r *ᵥ ![1, 0] - θ ^ 2 • ![1, 0] = ![0, r] := by
      ext i
      fin_cases i <;> simp [coupledPair]
    have e2 : (![0, r] : Fin 2 → ℝ) ⬝ᵥ ![0, r] = r ^ 2 := by
      simp [dotProduct, Fin.sum_univ_two, sq]
    rw [residualNorm, e, e2, Real.sqrt_sq hr.le]
```

## (h) The error of the coupled pair

Let \(\theta>0\) and \(0<r<\theta^2\). Show that every excitation energy \(W\) of \(D\) satisfies
\[
|W-\theta|>\frac{r}{3\theta}.
\]

**Solution.** Put \(\delta=W^2-\theta^2\). The two rows of \(Dx=W^2x\) read \(r x_1=\delta x_0\) and \(r x_0=\delta x_1\). Hence \(\delta^2x_0=\delta r x_1=r^2x_0\), and likewise \(\delta^2x_1=r^2x_1\). Since \(x\neq0\), \(\delta^2=r^2\), so \(|W^2-\theta^2|=r\). By (d), \(|W-\theta|(W+\theta)=r\), and thus \(W\neq\theta\). Moreover \(W^2\le\theta^2+r<2\theta^2\), so \(W<2\theta\) and \(W+\theta<3\theta\). The claim follows.

In Lean, `hsec` is the secular equation, `hd` the product formula and `hW2` the bound \(W<2\theta\).

```lean
/-- For `θ > 0` and `0 < r < θ ^ 2`, every excitation energy of the coupled pair differs from
`θ` by more than `r / (3 θ)`. -/
theorem coupledPair_error {θ r W : ℝ} (hθ : 0 < θ) (hr : 0 < r) (hrθ : r < θ ^ 2)
    (hW : IsExcitationEnergy (coupledPair θ r) W) : r / (3 * θ) < |W - θ| := by
  obtain ⟨hW0, x, hx, h⟩ := hW
  have h0 : θ ^ 2 * x 0 + r * x 1 = W ^ 2 * x 0 := by
    simpa [coupledPair, Matrix.mulVec, dotProduct, Fin.sum_univ_two] using congrFun h 0
  have h1 : r * x 0 + θ ^ 2 * x 1 = W ^ 2 * x 1 := by
    simpa [coupledPair, Matrix.mulVec, dotProduct, Fin.sum_univ_two] using congrFun h 1
  -- the secular equation
  have hsec : (W ^ 2 - θ ^ 2) ^ 2 - r ^ 2 = 0 := by
    by_contra hne
    have a : ((W ^ 2 - θ ^ 2) ^ 2 - r ^ 2) * x 0 = 0 := by
      linear_combination (-(W ^ 2 - θ ^ 2)) * h0 - r * h1
    have b : ((W ^ 2 - θ ^ 2) ^ 2 - r ^ 2) * x 1 = 0 := by
      linear_combination (-(W ^ 2 - θ ^ 2)) * h1 - r * h0
    apply hx
    funext i
    fin_cases i
    · exact (mul_eq_zero.1 a).resolve_left hne
    · exact (mul_eq_zero.1 b).resolve_left hne
  have habs : |W ^ 2 - θ ^ 2| = r := by
    have h2 := (sq_eq_sq_iff_abs_eq_abs _ _).1 (sub_eq_zero.1 hsec)
    rwa [abs_of_pos hr] at h2
  have hd : |W - θ| * (W + θ) = r := by rw [energy_error_mul (add_pos hW0 hθ), habs]
  have hW2 : W < 2 * θ := by
    have h3 := le_abs_self (W ^ 2 - θ ^ 2)
    rw [habs] at h3
    nlinarith
  have hp : 0 < |W - θ| := by
    rcases (abs_nonneg (W - θ)).eq_or_lt with h4 | h4
    · rw [← h4] at hd
      linarith
    · exact h4
  rw [div_lt_iff₀ (by positivity)]
  nlinarith [mul_pos hp (sub_pos.2 hW2)]
```

With (f), this fixes the error of the pair's nearest excitation energy between \(r/(3\theta)\) and \(r/\theta\). At fixed \(r\), the growth of the error bar at low energy is therefore genuine for this family. Its two eigenvalues \(\theta^2\pm r\) are equally far from the trial value, so there is no large gap to make the error second order in \(r\).

## (i) One threshold, two energies

Let \(\theta_1>0\), \(3\theta_1\le\theta_2\) and \(0<r<\theta_1^2\). Let \(C\) be positive definite, with a unit trial vector \(v\) such that \(\lVert Cv-\theta_2^2v\rVert\le r\). Show that \(C\) has an excitation energy \(W_2\) such that every excitation energy \(W_1\) of the coupled pair with parameters \(\theta_1,r\) satisfies
\[
|W_2-\theta_2|<|W_1-\theta_1| .
\]

**Solution.** Take \(W_2\) from (f) and apply (h) to the pair:
\[
|W_2-\theta_2|\le\frac{r}{\theta_2}\le\frac{r}{3\theta_1}<|W_1-\theta_1| .
\]

The `calc` block is this chain, with one extra line for replacing the residual norm by its upper bound \(r\). By (g), the trial vector \((1,0)\) of the pair meets the same threshold \(r\) at \(\theta_1\). The comparison sets an arbitrary converged problem at high energy against this particular pair at low energy; another low-energy root may well be more accurate.

```lean
/-- Let `θ₁ > 0`, `3 θ₁ ≤ θ₂` and `0 < r < θ₁ ^ 2`. A positive definite Casida matrix with a unit
trial vector of residual norm at most `r` at `θ₂` has an excitation energy closer to `θ₂` than
any excitation energy of the coupled pair `(θ₁, r)` is to `θ₁`. -/
theorem low_energy_less_accurate {C : Matrix n n ℝ} (hC : C.PosDef) {v : n → ℝ}
    (hv : v ⬝ᵥ v = 1) {θ₁ θ₂ r : ℝ} (hθ : 0 < θ₁) (hθ₂ : 3 * θ₁ ≤ θ₂) (hr : 0 < r)
    (hrθ : r < θ₁ ^ 2) (hres : residualNorm C (θ₂ ^ 2) v ≤ r) :
    ∃ W₂, IsExcitationEnergy C W₂ ∧
      ∀ W₁, IsExcitationEnergy (coupledPair θ₁ r) W₁ → |W₂ - θ₂| < |W₁ - θ₁| := by
  have hpos : 0 < θ₂ := by linarith
  obtain ⟨W₂, hW₂, h⟩ := exists_excitation_near hC hv hpos
  refine ⟨W₂, hW₂, fun W₁ hW₁ => ?_⟩
  calc |W₂ - θ₂| ≤ residualNorm C (θ₂ ^ 2) v / θ₂ := h
    _ ≤ r / θ₂ := div_le_div_of_nonneg_right hres hpos.le
    _ ≤ r / (3 * θ₁) := div_le_div_of_nonneg_left hr.le (by positivity) hθ₂
    _ < |W₁ - θ₁| := coupledPair_error hθ hr hrθ hW₁

end

end CasidaResidual
```

```lean
#print axioms CasidaResidual.coupledPair_trial
#print axioms CasidaResidual.low_energy_less_accurate
```

```
'CasidaResidual.coupledPair_trial' depends on axioms: [propext, Classical.choice, Quot.sound]
'CasidaResidual.low_energy_less_accurate' depends on axioms: [propext, Classical.choice, Quot.sound]
```
